# Energy change when a fraction of a localized electron moves to another site in a model with Hartree self-repulsion

On a finite set of sites, an electron with occupations `p` is given the energy ∑ᵢ eᵢ pᵢ + (U/2) ∑ᵢ pᵢ², so its density repels itself when U > 0. The lemma `energy_leak` says that changing the occupation from 1 on site a to 1 − t on a and t on a different site b changes this energy by t(e_b − e_a − U) + U t². The occupations sum to 1, and the identity is stated for all real t and U, though t is a fraction of an electron only between 0 and 1. The proof computes the site-energy sum and the sum of squared occupations separately, the latter by checking each site i according to whether it is a, b or neither, and then combines them by algebra.

In Lean, a first try:

```lean
import Mathlib

open Finset

namespace EnergyLeak

noncomputable section

variable {ι : Type*} [Fintype ι]

/-- Energy of one electron with site occupations `p`: site energies `e` plus the
Hartree repulsion of strength `U` of the density with itself. -/
def hartreeEnergy (e : ι → ℝ) (U : ℝ) (p : ι → ℝ) : ℝ :=
  ∑ i, e i * p i + U / 2 * ∑ i, p i ^ 2

variable [DecidableEq ι]

/-- The occupation of an electron sitting entirely on site `a`. -/
def localized (a : ι) : ι → ℝ := fun i => if i = a then 1 else 0

/-- The occupation after a fraction `t` of the electron has moved from site `a` to site `b`. -/
def leak (a b : ι) (t : ℝ) : ι → ℝ :=
  fun i => (1 - t) * localized a i + t * localized b i

/-- Averaging a site quantity over the localized occupation gives its value on that site. -/
theorem sum_localized (a : ι) (f : ι → ℝ) : ∑ i, f i * localized a i = f a := by
  simp [localized]

/-- The localized electron has its site energy plus the spurious self-repulsion `U / 2`. -/
theorem energy_localized (e : ι → ℝ) (U : ℝ) (a : ι) :
    hartreeEnergy e U (localized a) = e a + U / 2 := by
  have h : ∑ i, localized a i ^ 2 = 1 := by simp [localized]
  rw [hartreeEnergy, sum_localized, h, mul_one]

/-- Moving a fraction `t` of a localized electron to a different site `b` changes the energy by
`t (e b - e a - U) + U t²`. -/
theorem energy_leak (e : ι → ℝ) (U t : ℝ) {a b : ι} (hab : a ≠ b) :
    hartreeEnergy e U (leak a b t) =
      hartreeEnergy e U (localized a) + (t * (e b - e a - U) + U * t ^ 2) := by
  have h1 : ∑ i, e i * leak a b t i = (1 - t) * e a + t * e b := by
    rw [← sum_localized a e, ← sum_localized b e, Finset.mul_sum, Finset.mul_sum,
      ← Finset.sum_add_distrib]
    exact Finset.sum_congr rfl (fun i _ => by unfold leak; ring)
  -- the two sites do not overlap, so the square has no cross term
  have h2 : ∑ i, leak a b t i ^ 2 = (1 - t) ^ 2 + t ^ 2 := by
    have ha : ∑ i, (1 - t) ^ 2 * localized a i = (1 - t) ^ 2 :=
      sum_localized a (fun _ => (1 - t) ^ 2)
    have hb : ∑ i, t ^ 2 * localized b i = t ^ 2 := sum_localized b (fun _ => t ^ 2)
    calc ∑ i, leak a b t i ^ 2
        = ∑ i, ((1 - t) ^ 2 * localized a i + t ^ 2 * localized b i) := by
          refine Finset.sum_congr rfl (fun i _ => ?_)
          by_cases hi : i = a
          · subst hi
            simp [leak, localized, hab]
          · by_cases hj : i = b <;> simp [leak, localized, hi, hj]
      _ = (1 - t) ^ 2 + t ^ 2 := by rw [Finset.sum_add_distrib, ha, hb]
  rw [energy_localized, hartreeEnergy, h1, h2]
  ring

end

end EnergyLeak
```

Messages:

```
Main.lean:55:10: error: unsolved goals
case pos
ι : Type u_1
inst✝¹ : Fintype ι
inst✝ : DecidableEq ι
e : ι → ℝ
U t : ℝ
a b : ι
hab : a ≠ b
h1 : ∑ i, e i * leak a b t i = (1 - t) * e a + t * e b
ha : ∑ i, (1 - t) ^ 2 * localized a i = (1 - t) ^ 2
hb : ∑ i, t ^ 2 * localized b i = t ^ 2
i : ι
x✝ : i ∈ univ
hi : ¬i = a
hj : i = b
⊢ ((if b = a then 1 - t else 0) + t) ^ 2 = (if b = a then (1 - t) ^ 2 else 0) + t ^ 2
```

Diagnosis. The error is in the case where site `i` is not `a` but is `b`. The goal left there still contains `if b = a then … else …`, which Lean has not decided, although the lemma assumes that the two sites differ.

The call to `simp` was given both `hi : ¬i = a` and `hj : i = b`. It used `hj` to replace `i` by `b`, which turned the condition `i = a` into `b = a`. After that `hi` no longer matched, since it speaks of `i`, and `simp` does not rewrite `hi` with `hj` to obtain the fact about `b`. The assumption `hab : a ≠ b` was not passed to this call.

The repair adds `hab.symm`, which is `b ≠ a`, the inequality in the direction the goal needs. With it `simp` reduces each `if` to its `else` value, 0, and both sides become `t ^ 2`.

Fix (accepted with no message):

```diff
@@ -53,5 +53,5 @@
           · subst hi
             simp [leak, localized, hab]
-          · by_cases hj : i = b <;> simp [leak, localized, hi, hj]
+          · by_cases hj : i = b <;> simp [leak, localized, hi, hj, hab.symm]
       _ = (1 - t) ^ 2 + t ^ 2 := by rw [Finset.sum_add_distrib, ha, hb]
   rw [energy_localized, hartreeEnergy, h1, h2]
```
